# For a Hermitian idempotent density matrix, $\mathrm{Tr}(n-n^2)$ is nonnegative and independent of the basis chosen for the local orbitals

Let the columns of a complex $m\times d$ matrix $C$ be $d$ local orbitals, possibly overlapping and unnormalised, with invertible overlap matrix $S=C^\dagger C$. Let $P$ be a density matrix with $P^\dagger=P$ and $P^2=P$, and let $n=S^{-1}C^\dagger PC$ be the occupation matrix. Then $\mathrm{Tr}(n-n^2)$ is real and nonnegative, and it keeps its value when $C$ is replaced by $CW$ with any invertible $d\times d$ matrix $W$.

In the rotationally invariant DFT+U correction with a single parameter $U$, the energy of one site and one spin channel has the form $\tfrac U2\mathrm{Tr}(n-n^2)$; here $C$ holds the orbitals of that site and $P$ is the density matrix of that spin. With the occupation matrix defined above, $U\ge 0$ and a given idempotent $P$ in a finite basis, this energy is therefore never negative and depends on the orbitals only through the space they span.

The rows of $C$ refer to a finite orthonormal basis, so no metric appears between $C^\dagger$ and $C$. In the code `m` and `d` are finite index types, and `Cᴴ` is $C^\dagger$. The order opened by `ComplexOrder` makes `0 ≤ z` mean that $z$ is real and nonnegative.

```lean
import Mathlib

open Matrix
open scoped ComplexOrder

namespace HubbardOccupation

variable {m d : Type*} [Fintype m] [Fintype d] [DecidableEq d]
```

## Occupations from the overlap equation

The occupation matrix is introduced as a solution of
$$S\,n=C^\dagger PC .$$

```lean
/-- The matrix `n` is an occupation matrix of the density matrix `P` in the orbitals given by
the columns of `C`: it solves the overlap equation `(C† C) n = C† P C`. -/
def IsOccupation (C : Matrix m d ℂ) (P : Matrix m m ℂ) (n : Matrix d d ℂ) : Prop :=
  Cᴴ * C * n = Cᴴ * P * C
```

The residual $R=PC-Cn$ is the part of $PC$ orthogonal to the span of the orbitals. From it we form the leakage matrix $K=RS^{-1}C^\dagger$. With $Q=CS^{-1}C^\dagger$, the projector onto the span of the orbitals, $K=(1-Q)PQ$: it is the part of $P$ that leads out of that span.

```lean
/-- The leakage matrix `(P C - C n) S⁻¹ C†`, with overlap matrix `S = C† C`. -/
noncomputable def leakage (C : Matrix m d ℂ) (P : Matrix m m ℂ) (n : Matrix d d ℂ) :
    Matrix m m ℂ :=
  (P * C - C * n) * (Cᴴ * C)⁻¹ * Cᴴ
```

If $A$ is invertible and $AX=AY$, multiplying by $A^{-1}$ gives $X=Y$. Invertibility is expressed by `IsUnit A.det`, which over the complex numbers means a nonzero determinant.

```lean
/-- An invertible matrix can be cancelled on the left. -/
lemma cancel_left {e : Type*} {A : Matrix d d ℂ} (hA : IsUnit A.det) {X Y : Matrix d e ℂ}
    (h : A * X = A * Y) : X = Y := by
  have key : ∀ Z : Matrix d e ℂ, A⁻¹ * (A * Z) = Z := fun Z => by
    rw [← Matrix.mul_assoc, Matrix.nonsing_inv_mul _ hA, Matrix.one_mul]
  rw [← key X, h, key Y]
```

Since $S\,(S^{-1}C^\dagger PC)=C^\dagger PC$, the explicit formula solves the overlap equation. Cancelling $S$ shows that it is the only solution.

```lean
/-- For an invertible overlap matrix, the occupation matrix is `S⁻¹ C† P C`. -/
theorem isOccupation_iff {C : Matrix m d ℂ} (hS : IsUnit (Cᴴ * C).det)
    (P : Matrix m m ℂ) (n : Matrix d d ℂ) :
    IsOccupation C P n ↔ n = (Cᴴ * C)⁻¹ * (Cᴴ * P * C) := by
  have key : Cᴴ * C * ((Cᴴ * C)⁻¹ * (Cᴴ * P * C)) = Cᴴ * P * C := by
    rw [← Matrix.mul_assoc (Cᴴ * C), Matrix.mul_nonsing_inv _ hS, Matrix.one_mul]
  constructor
  · intro h
    have h' : Cᴴ * C * n = Cᴴ * P * C := h
    exact cancel_left hS (h'.trans key.symm)
  · intro h
    rw [h]
    exact key
```

The formula $S^{-1}C^\dagger PC$ could have served as the definition itself. For invertible $S$ nothing would change. For singular $S$, Lean's matrix inverse is zero, so that definition would return $n=0$, whereas the overlap equation leaves $n$ undetermined: with the single orbital $C=0$, even $n=2$ is a solution, and $n-n^2=-2$.

## The residual as a Gram matrix

Expand the product of the residual with its adjoint:
$$R^\dagger R=C^\dagger P^2C-C^\dagger PCn-n^\dagger C^\dagger PC+n^\dagger Sn .$$
By $P^2=P$ the first term is $C^\dagger PC=Sn$, and the second is $Sn^2$. The adjoint of the overlap equation reads $n^\dagger S=C^\dagger PC=Sn$, because $P$ and $S$ are Hermitian. The fourth term is then $n^\dagger Sn=Sn^2$, and the third is $n^\dagger C^\dagger PC=n^\dagger Sn=Sn^2$ as well. Altogether
$$R^\dagger R=Sn-Sn^2-Sn^2+Sn^2=S(n-n^2).$$

In the proof, `hn'` is the adjoint equation, `e1` to `e4` evaluate the four terms, and `abel` collects them.

```lean
omit [DecidableEq d] in
/-- The overlap matrix times `n - n²` is the Gram matrix of the residual `P C - C n`. -/
theorem residual_gram {C : Matrix m d ℂ} {P : Matrix m m ℂ} {n : Matrix d d ℂ}
    (hP : Pᴴ = P) (hPP : P * P = P) (h : IsOccupation C P n) :
    Cᴴ * C * (n - n * n) = (P * C - C * n)ᴴ * (P * C - C * n) := by
  have hn : Cᴴ * C * n = Cᴴ * P * C := h
  -- the adjoint of the overlap equation
  have hn' : nᴴ * (Cᴴ * C) = Cᴴ * P * C := by
    have := congrArg Matrix.conjTranspose hn
    simpa only [Matrix.conjTranspose_mul, Matrix.conjTranspose_conjTranspose, hP,
      Matrix.mul_assoc] using this
  -- the four terms of the Gram matrix
  have e1 : Cᴴ * P * (P * C) = Cᴴ * P * C := by
    rw [Matrix.mul_assoc, ← Matrix.mul_assoc P P C, hPP, ← Matrix.mul_assoc]
  have e2 : Cᴴ * P * (C * n) = Cᴴ * C * n * n := by
    rw [← Matrix.mul_assoc, ← hn]
  have e4 : nᴴ * Cᴴ * (C * n) = Cᴴ * C * n * n := by
    calc nᴴ * Cᴴ * (C * n) = nᴴ * (Cᴴ * C) * n := by simp only [Matrix.mul_assoc]
      _ = Cᴴ * C * n * n := by rw [hn', hn]
  have e3 : nᴴ * Cᴴ * (P * C) = Cᴴ * C * n * n := by
    calc nᴴ * Cᴴ * (P * C) = nᴴ * (Cᴴ * P * C) := by simp only [Matrix.mul_assoc]
      _ = nᴴ * Cᴴ * (C * n) := by rw [← hn]; simp only [Matrix.mul_assoc]
      _ = Cᴴ * C * n * n := e4
  rw [Matrix.conjTranspose_sub, Matrix.conjTranspose_mul, Matrix.conjTranspose_mul, hP]
  simp only [Matrix.sub_mul, Matrix.mul_sub]
  rw [e1, e2, e3, e4, ← hn, ← Matrix.mul_assoc (Cᴴ * C) n n]
  abel
```

## The trace as a sum of squares

For any $m\times d$ matrix $R$, put $K=RS^{-1}C^\dagger$. Since $S^{-1}$ is Hermitian,
$$KK^\dagger=RS^{-1}C^\dagger C\,S^{-1}R^\dagger=RS^{-1}R^\dagger .$$
Cyclicity of the trace then gives
$$\mathrm{Tr}(S^{-1}R^\dagger R)=\mathrm{Tr}(KK^\dagger)=\sum_{i,j}|K_{ij}|^2 ,$$
where $i$ and $j$ both run over the basis of size $m$. The matrix identity is `hK`; the last lines of the proof write the trace entry by entry and use $z\bar z=|z|^2$.

```lean
/-- The trace of `S⁻¹ R† R` is the sum of the squared moduli of the entries of `R S⁻¹ C†`. -/
lemma trace_inv_gram {C : Matrix m d ℂ} (hS : IsUnit (Cᴴ * C).det) (R : Matrix m d ℂ) :
    ((Cᴴ * C)⁻¹ * (Rᴴ * R)).trace =
      ((∑ i, ∑ j, ‖(R * (Cᴴ * C)⁻¹ * Cᴴ) i j‖ ^ 2 : ℝ) : ℂ) := by
  have hSi : ((Cᴴ * C)⁻¹)ᴴ = (Cᴴ * C)⁻¹ := by
    rw [Matrix.conjTranspose_nonsing_inv, Matrix.conjTranspose_mul,
      Matrix.conjTranspose_conjTranspose]
  have hK : (R * (Cᴴ * C)⁻¹ * Cᴴ) * (R * (Cᴴ * C)⁻¹ * Cᴴ)ᴴ = R * ((Cᴴ * C)⁻¹ * Rᴴ) := by
    calc _ = R * ((Cᴴ * C)⁻¹ * (Cᴴ * C) * ((Cᴴ * C)⁻¹ * Rᴴ)) := by
          rw [Matrix.conjTranspose_mul, Matrix.conjTranspose_mul,
            Matrix.conjTranspose_conjTranspose, hSi]
          simp only [Matrix.mul_assoc]
      _ = _ := by rw [Matrix.nonsing_inv_mul _ hS, Matrix.one_mul]
  rw [← Matrix.mul_assoc, Matrix.trace_mul_comm, ← hK]
  simp only [Matrix.trace, Matrix.diag_apply, Matrix.mul_apply (M := R * (Cᴴ * C)⁻¹ * Cᴴ),
    Matrix.conjTranspose_apply, Complex.ofReal_sum]
  refine Finset.sum_congr rfl fun i _ => Finset.sum_congr rfl fun j _ => ?_
  rw [← starRingEnd_apply, Complex.mul_conj, Complex.normSq_eq_norm_sq]
```

Now take $R=PC-Cn$, with $P$ Hermitian and idempotent. The Gram identity gives $S^{-1}R^\dagger R=S^{-1}S(n-n^2)=n-n^2$, and so
$$\mathrm{Tr}(n-n^2)=\sum_{i,j}|K_{ij}|^2 .$$

```lean
/-- The trace of `n - n²` is the sum of the squared moduli of the leakage matrix entries. -/
theorem trace_eq_leakage {C : Matrix m d ℂ} {P : Matrix m m ℂ} {n : Matrix d d ℂ}
    (hS : IsUnit (Cᴴ * C).det) (hP : Pᴴ = P) (hPP : P * P = P) (h : IsOccupation C P n) :
    (n - n * n).trace = ((∑ i, ∑ j, ‖leakage C P n i j‖ ^ 2 : ℝ) : ℂ) := by
  have key := trace_inv_gram hS (P * C - C * n)
  rw [← residual_gram hP hPP h, ← Matrix.mul_assoc, Matrix.nonsing_inv_mul _ hS,
    Matrix.one_mul] at key
  exact key
```

## Changing the orbitals within their span

Let $n'$ be an occupation matrix for the orbitals $CW$. Its overlap equation is
$$W^\dagger S\,W n'=W^\dagger C^\dagger PC\,W=W^\dagger S\,nW .$$
Cancelling $W^\dagger$ and then $S$ leaves $Wn'=nW$, hence $n'=W^{-1}nW$. The two uses of `cancel_left` in `h2` are these cancellations.

```lean
/-- When the orbitals `C` are replaced by `C W`, the occupation matrix becomes `W⁻¹ n W`. -/
theorem occupation_change_basis {C : Matrix m d ℂ} {P : Matrix m m ℂ} {n n' W : Matrix d d ℂ}
    (hS : IsUnit (Cᴴ * C).det) (hW : IsUnit W.det)
    (h : IsOccupation C P n) (h' : IsOccupation (C * W) P n') : n' = W⁻¹ * n * W := by
  have hn : Cᴴ * C * n = Cᴴ * P * C := h
  have hWs : IsUnit (Wᴴ).det := by
    rw [Matrix.det_conjTranspose]
    exact hW.star
  have h1 : Wᴴ * (Cᴴ * C * (W * n')) = Wᴴ * (Cᴴ * C * (n * W)) := by
    calc _ = (C * W)ᴴ * (C * W) * n' := by
          rw [Matrix.conjTranspose_mul]; simp only [Matrix.mul_assoc]
      _ = (C * W)ᴴ * P * (C * W) := h'
      _ = Wᴴ * (Cᴴ * P * C * W) := by
          rw [Matrix.conjTranspose_mul]; simp only [Matrix.mul_assoc]
      _ = _ := by rw [← hn]; simp only [Matrix.mul_assoc]
  -- cancel the adjoint of W, then the overlap matrix, then W
  have h2 : W * n' = n * W := cancel_left hS (cancel_left hWs h1)
  apply cancel_left hW
  rw [h2, ← Matrix.mul_assoc, ← Matrix.mul_assoc, Matrix.mul_nonsing_inv _ hW, Matrix.one_mul]
```

## Nonnegativity and invariance together

Nonnegativity is read off from the sum of squares. For the invariance, $Wn'=nW$ implies $Wn'^2=nWn'=n^2W$, so $W(n'-n'^2)=(n-n^2)W$ and
$$\mathrm{Tr}(n'-n'^2)=\mathrm{Tr}\big(W^{-1}(n-n^2)W\big)=\mathrm{Tr}(n-n^2).$$

The theorem takes as hypotheses the invertible overlap (`hS`), Hermiticity (`hP`), idempotence (`hPP`) and the overlap equation (`h`). Its second half holds for every invertible `W` and every solution `n'` of the transformed equation. Such a solution exists, because the new overlap $W^\dagger SW$ is again invertible.

```lean
/-- For a Hermitian idempotent density matrix and orbitals with invertible overlap, `Tr(n - n²)`
is real and nonnegative, and it is the same for the orbitals `C W` with any invertible `W`. -/
theorem trace_nonneg_and_invariant {C : Matrix m d ℂ} {P : Matrix m m ℂ} {n : Matrix d d ℂ}
    (hS : IsUnit (Cᴴ * C).det) (hP : Pᴴ = P) (hPP : P * P = P) (h : IsOccupation C P n) :
    0 ≤ (n - n * n).trace ∧
      ∀ W n' : Matrix d d ℂ, IsUnit W.det → IsOccupation (C * W) P n' →
        (n' - n' * n').trace = (n - n * n).trace := by
  constructor
  · rw [trace_eq_leakage hS hP hPP h]
    exact Complex.zero_le_real.mpr (by positivity)
  · intro W n' hW h'
    have h2 : W * n' = n * W := by
      rw [occupation_change_basis hS hW h h', ← Matrix.mul_assoc, ← Matrix.mul_assoc,
        Matrix.mul_nonsing_inv _ hW, Matrix.one_mul]
    have h3 : W * (n' - n' * n') = (n - n * n) * W := by
      rw [Matrix.mul_sub, ← Matrix.mul_assoc, h2, Matrix.mul_assoc n W n', h2,
        Matrix.sub_mul, Matrix.mul_assoc n n W]
    -- similar matrices have the same trace
    calc (n' - n' * n').trace = (W⁻¹ * (W * (n' - n' * n'))).trace := by
          rw [← Matrix.mul_assoc, Matrix.nonsing_inv_mul _ hW, Matrix.one_mul]
      _ = (n - n * n).trace := by
          rw [h3, Matrix.trace_mul_comm, Matrix.mul_assoc, Matrix.mul_nonsing_inv _ hW,
            Matrix.mul_one]
```

Idempotence means that every eigenvalue of $P$ is 0 or 1: its eigenvectors are either empty or filled, counted per spin, while the local orbitals may still be partly occupied. Fractional eigenvalues, as produced by smearing, are not covered by the theorem. The sign can fail when an eigenvalue of $P$ exceeds 1. A spin-summed density matrix for one doubly occupied orbital is $P=2$; with $C=1$ this gives $n=2$ and $\mathrm{Tr}(n-n^2)=-2$.

## When the trace vanishes

Let $P$ again be Hermitian and idempotent, and $S$ invertible. If the sum of squares is zero, every $K_{ij}$ is zero. Then $0=KC=RS^{-1}S=R$, which says $PC=Cn$: the density matrix maps the orbital space into itself. If $R=0$, the Gram identity gives $S(n-n^2)=0$, and cancelling $S$ yields $n^2=n$. If $n^2=n$, the trace is zero. These three implications are `a`, `b` and `c`, and they close the circle between the conditions.

```lean
/-- `Tr(n - n²)` vanishes exactly when `n` is idempotent, and exactly when `P C = C n`. -/
theorem trace_eq_zero_iff {C : Matrix m d ℂ} {P : Matrix m m ℂ} {n : Matrix d d ℂ}
    (hS : IsUnit (Cᴴ * C).det) (hP : Pᴴ = P) (hPP : P * P = P) (h : IsOccupation C P n) :
    ((n - n * n).trace = 0 ↔ n * n = n) ∧ ((n - n * n).trace = 0 ↔ P * C = C * n) := by
  have a : (n - n * n).trace = 0 → P * C = C * n := by
    intro h0
    rw [trace_eq_leakage hS hP hPP h, Complex.ofReal_eq_zero] at h0
    -- a vanishing sum of squares forces every entry to vanish
    have hK : leakage C P n = 0 := by
      ext i j
      have hi := (Finset.sum_eq_zero_iff_of_nonneg
        (fun i _ => Finset.sum_nonneg fun j _ => sq_nonneg _)).mp h0 i (Finset.mem_univ i)
      have hj := (Finset.sum_eq_zero_iff_of_nonneg
        (fun j _ => sq_nonneg _)).mp hi j (Finset.mem_univ j)
      exact norm_eq_zero.mp (pow_eq_zero_iff two_ne_zero |>.mp hj)
    have hR : leakage C P n * C = P * C - C * n := by
      unfold leakage
      rw [Matrix.mul_assoc, Matrix.mul_assoc, Matrix.nonsing_inv_mul _ hS, Matrix.mul_one]
    rw [hK, Matrix.zero_mul] at hR
    exact sub_eq_zero.mp hR.symm
  have b : P * C = C * n → n * n = n := by
    intro hc
    have hg := residual_gram hP hPP h
    rw [sub_eq_zero.mpr hc, Matrix.mul_zero, ← Matrix.mul_zero (Cᴴ * C)] at hg
    exact (sub_eq_zero.mp (cancel_left hS hg)).symm
  have c : n * n = n → (n - n * n).trace = 0 := by
    intro hc
    rw [hc, sub_self, Matrix.trace_zero]
  exact ⟨⟨fun h0 => b (a h0), c⟩, ⟨a, fun hc => c (b hc)⟩⟩
```

## A half-occupied orbital on one of two sites

Take one electron of a given spin in the bonding state $(1,1)^T/\sqrt2$ of two sites, so that every entry of $P$ is $\tfrac12$. Let the local orbital be $C=(2,0)^T$, which is twice the normalised orbital $(1,0)^T$. Then $S=4$ and $C^\dagger PC=2$, so $n=\tfrac12$ and $\mathrm{Tr}(n-n^2)=\tfrac14$. The normalised orbital has the same occupation, since the factor 2 is a change of basis with $d=1$.

```lean
/-- One unnormalized orbital on the first of two sites, with the density matrix whose entries
are all `1/2`, has occupation `1/2` and `Tr(n - n²) = 1/4`. -/
theorem occupation_witness :
    let C : Matrix (Fin 2) (Fin 1) ℂ := !![2; 0]
    let P : Matrix (Fin 2) (Fin 2) ℂ := !![1/2, 1/2; 1/2, 1/2]
    let n : Matrix (Fin 1) (Fin 1) ℂ := !![1/2]
    IsUnit (Cᴴ * C).det ∧ Pᴴ = P ∧ P * P = P ∧ IsOccupation C P n ∧
      (n - n * n).trace = 1/4 := by
  intro C P n
  refine ⟨?_, ?_, ?_, ?_, ?_⟩
  · simp [C, Matrix.det_unique, Matrix.mul_apply, Fin.sum_univ_succ]
  · ext i j
    fin_cases i <;> fin_cases j <;> simp [P]
  · ext i j
    fin_cases i <;> fin_cases j <;> norm_num [P, Matrix.mul_apply, Fin.sum_univ_succ]
  · unfold IsOccupation
    ext i j
    fin_cases i
    fin_cases j
    norm_num [C, P, n, Matrix.mul_apply, Fin.sum_univ_succ]
    ring
  · norm_num [n, Matrix.trace, Matrix.mul_apply, Fin.sum_univ_succ]

end HubbardOccupation
```

```lean
#print axioms HubbardOccupation.isOccupation_iff
#print axioms HubbardOccupation.trace_nonneg_and_invariant
#print axioms HubbardOccupation.trace_eq_zero_iff
```

```
'HubbardOccupation.isOccupation_iff' depends on axioms: [propext, Classical.choice, Quot.sound]
'HubbardOccupation.trace_nonneg_and_invariant' depends on axioms: [propext, Classical.choice, Quot.sound]
'HubbardOccupation.trace_eq_zero_iff' depends on axioms: [propext, Classical.choice, Quot.sound]
```
